# The rank of an overlap matrix is the dimension of the span of its vectors

Before a code solves a generalised eigenvalue problem in a non-orthogonal basis, it can diagonalise the overlap matrix and discard the eigenvectors whose eigenvalues are zero or nearly so. This is the first step of canonical orthogonalisation. For eigenvalues that are exactly zero, the step removes only redundancy: each discarded coefficient vector describes the zero function, and the number of eigenvectors kept is the dimension of the space that the basis spans.

## Null vectors of $S$ and linear dependence

Let $v_1,\dots,v_n$ be vectors in a complex inner-product space, with overlap matrix $S_{ij}=\langle v_i,v_j\rangle$. They need not be normalised or linearly independent. For a coefficient vector $c\in\mathbb C^n$, write $\psi_c=\sum_i c_i v_i$. Then

$$
Sc=0 \iff \psi_c=0,
\qquad
\operatorname{rank} S=\dim\operatorname{span}\{v_1,\dots,v_n\}.
$$

Two consequences concern the basis alone. The dimension of the span is the number of nonzero eigenvalues of $S$, counted with multiplicity, and the vectors are linearly independent exactly when $\det S\neq0$.

A third concerns the secular equation. Let $\hat H$ be a linear operator with matrix $H_{ij}=\langle v_i,\hat H v_j\rangle$. If the vectors are linearly dependent, then $\det(H-\varepsilon S)=0$ for every complex $\varepsilon$.

## Orthogonalisation and the generalised eigensolver

In a Hartree–Fock or Kohn–Sham calculation with a finite atomic-orbital basis, the rank of the exact overlap matrix is the largest number of linearly independent orbitals that the basis can supply. Canonical orthogonalisation builds them from orthonormal eigenvectors $u_k$ of $S$ with eigenvalues $s_k>0$, as $s_k^{-1/2}\sum_i (u_k)_i v_i$.

A generalised eigensolver that begins with a Cholesky factorisation of $S$ needs $S$ to be positive definite, which holds exactly when the basis is independent. With a dependent basis the trouble lies in the equation as well as in the factorisation: the secular determinant vanishes identically, so its zeros no longer single out energies. Removing the redundant combinations first gives a secular determinant that is not identically zero.

Two normalised vectors with $s=\langle v_1,v_2\rangle$ show the transition. The eigenvalues of $S$ are $1\pm|s|$, and $\det S=1-|s|^2$. For $|s|<1$ the rank is 2. In the limiting case $|s|=1$ we have $v_2=s\,v_1$, the rank is 1, and $c=(s,-1)$ is a null vector. With $e=\langle v_1,\hat H v_1\rangle$, the secular matrix is then $(e-\varepsilon)S$, whose determinant is zero at every $\varepsilon$. Deleting $v_2$ leaves $e-\varepsilon=0$, which does select a value.

## From the norm of a superposition to the rank

The inner product is linear in its second argument and conjugate-linear in its first. Linearity in the second gives

$$
(Sc)_i=\sum_j\langle v_i,v_j\rangle c_j
=\Big\langle v_i,\sum_j c_jv_j\Big\rangle
=\langle v_i,\psi_c\rangle .
$$

Multiply by $c_i^*$, sum over $i$, and use conjugate-linearity in the first:

$$
c^\dagger Sc=\sum_i c_i^*\langle v_i,\psi_c\rangle
=\Big\langle\sum_i c_iv_i,\psi_c\Big\rangle
=\|\psi_c\|^2\ge0 .
$$

If $Sc=0$, the left side is zero, so $\|\psi_c\|=0$ and hence $\psi_c=0$. Conversely, if $\psi_c=0$, the first formula gives $(Sc)_i=\langle v_i,0\rangle=0$ for every $i$. This settles the kernel.

For the rank, let $T$ be the linear map $c\mapsto\psi_c$. Its range is the span of the $v_i$, and its kernel is that of $S$. Rank-nullity on $\mathbb C^n$ applies to both maps:

$$
\operatorname{rank}S+\dim\ker S=n,
\qquad
\dim\operatorname{span}\{v_i\}+\dim\ker T=n .
$$

The two nullities are equal, so the rank of $S$ is the dimension of the span.

Since $\langle v_j,v_i\rangle^*=\langle v_i,v_j\rangle$, the matrix $S$ is Hermitian. A unitary change of basis makes it diagonal without changing its rank, and the rank of a diagonal matrix is the number of its nonzero entries. This gives the eigenvalue count.

A square matrix has zero determinant exactly when it annihilates some nonzero vector. For $S$, that means a nonzero $c$ with $\psi_c=0$, which is linear dependence of the $v_i$.

Finally, suppose the vectors are dependent and choose $c\neq0$ with $\psi_c=0$. Then $Sc=0$, and linearity of $\hat H$ gives

$$
(Hc)_i=\sum_j\langle v_i,\hat H v_j\rangle c_j
=\langle v_i,\hat H\psi_c\rangle=0 .
$$

So $(H-\varepsilon S)c=0$ for every $\varepsilon$. The same nonzero vector is annihilated each time, and the determinant vanishes.

## Lean source for the overlap theorems

```lean
import Mathlib

open Matrix Module

namespace OverlapKernelRank

noncomputable section

variable {ι E : Type*} [Fintype ι] [NormedAddCommGroup E] [InnerProductSpace ℂ E]

/-- The overlap (Gram) matrix `S i j = ⟨v i, v j⟩` of a family of vectors. -/
def overlap (v : ι → E) : Matrix ι ι ℂ :=
  Matrix.of fun i j => inner ℂ (v i) (v j)

/-- The linear map that takes coefficients `c` to the vector `∑ i, c i • v i`. -/
def state (v : ι → E) : (ι → ℂ) →ₗ[ℂ] E :=
  Fintype.linearCombination ℂ v

/-- The matrix `⟨v i, H (v j)⟩` of a linear operator `H` in the family `v`. -/
def operatorMatrix (v : ι → E) (H : E →ₗ[ℂ] E) : Matrix ι ι ℂ :=
  Matrix.of fun i j => inner ℂ (v i) (H (v j))

/-- The vector with coefficients `c` is the superposition `∑ i, c i • v i`. -/
theorem state_apply (v : ι → E) (c : ι → ℂ) : state v c = ∑ i, c i • v i := rfl

/-- Applying the matrix of `H` to coefficients `c` gives the inner products of the `v i`
with `H` acting on the superposition. -/
theorem operatorMatrix_mulVec (v : ι → E) (H : E →ₗ[ℂ] E) (c : ι → ℂ) (i : ι) :
    (operatorMatrix v H *ᵥ c) i = inner ℂ (v i) (H (state v c)) := by
  simp only [Matrix.mulVec, dotProduct, operatorMatrix, Matrix.of_apply, state_apply,
    map_sum, map_smul, inner_sum, inner_smul_right]
  exact Finset.sum_congr rfl fun j _ => mul_comm _ _

/-- Applying the overlap matrix to coefficients `c` gives the inner products of the `v i`
with the superposition. -/
theorem overlap_mulVec (v : ι → E) (c : ι → ℂ) (i : ι) :
    (overlap v *ᵥ c) i = inner ℂ (v i) (state v c) :=
  operatorMatrix_mulVec v LinearMap.id c i

/-- The quadratic form of the overlap matrix is the squared norm of the superposition:
`c† S c = ‖∑ i, c i • v i‖²`. -/
theorem overlap_quadratic_form (v : ι → E) (c : ι → ℂ) :
    star c ⬝ᵥ (overlap v *ᵥ c) = ((‖state v c‖ ^ 2 : ℝ) : ℂ) := by
  calc star c ⬝ᵥ (overlap v *ᵥ c)
      = ∑ i, star (c i) * inner ℂ (v i) (state v c) := by
        simp only [dotProduct, overlap_mulVec, Pi.star_apply]
    _ = inner ℂ (∑ i, c i • v i) (state v c) := by
        simp only [sum_inner, inner_smul_left, starRingEnd_apply]
    _ = ((‖state v c‖ ^ 2 : ℝ) : ℂ) := by
        rw [← state_apply v c]
        exact (inner_self_eq_norm_sq_to_K (𝕜 := ℂ) (state v c)).trans
          (Complex.ofReal_pow _ _).symm

/-- The kernel of the overlap matrix consists exactly of the coefficient vectors whose
superposition vanishes. -/
theorem overlap_kernel (v : ι → E) (c : ι → ℂ) :
    overlap v *ᵥ c = 0 ↔ ∑ i, c i • v i = 0 := by
  rw [← state_apply v c]
  constructor
  · intro hc
    -- a null vector of `S` gives a superposition of norm zero
    have h := overlap_quadratic_form v c
    rw [hc, dotProduct_zero] at h
    have h2 : ‖state v c‖ ^ 2 = 0 := by exact_mod_cast h.symm
    exact norm_eq_zero.mp ((pow_eq_zero_iff two_ne_zero).mp h2)
  · intro h
    ext i
    simp [overlap_mulVec, h]

/-- The rank of the overlap matrix equals the dimension of the space spanned by the
vectors. -/
theorem overlap_rank (v : ι → E) :
    (overlap v).rank = finrank ℂ (Submodule.span ℂ (Set.range v)) := by
  -- the overlap matrix and the superposition map have the same kernel
  have hker : LinearMap.ker (overlap v).mulVecLin = LinearMap.ker (state v) := by
    ext c
    rw [LinearMap.mem_ker, LinearMap.mem_ker, Matrix.mulVecLin_apply, overlap_kernel,
      state_apply]
  have hrange : LinearMap.range (state v) = Submodule.span ℂ (Set.range v) := by
    rw [state, Fintype.range_linearCombination]
  -- rank-nullity for both maps
  have h1 := LinearMap.finrank_range_add_finrank_ker (overlap v).mulVecLin
  have h2 := LinearMap.finrank_range_add_finrank_ker (state v)
  rw [hker] at h1
  rw [hrange] at h2
  change finrank ℂ (LinearMap.range (overlap v).mulVecLin) = _
  omega

omit [Fintype ι] in
/-- The overlap matrix is Hermitian. -/
theorem overlap_isHermitian (v : ι → E) : (overlap v).IsHermitian :=
  Matrix.IsHermitian.ext fun i j => inner_conj_symm (v i) (v j)

/-- The dimension of the span equals the number of nonzero eigenvalues of the overlap
matrix, counted with multiplicity. -/
theorem span_dimension_eq_card_nonzero_eigenvalues [DecidableEq ι] (v : ι → E) :
    finrank ℂ (Submodule.span ℂ (Set.range v)) =
      Fintype.card {i // (overlap_isHermitian v).eigenvalues i ≠ 0} := by
  rw [← overlap_rank]
  exact (overlap_isHermitian v).rank_eq_card_non_zero_eigs

/-- The vectors are linearly independent exactly when the determinant of their overlap
matrix is nonzero. -/
theorem linearIndependent_iff_det_overlap [DecidableEq ι] (v : ι → E) :
    LinearIndependent ℂ v ↔ (overlap v).det ≠ 0 := by
  constructor
  · intro h hdet
    obtain ⟨c, hc0, hc⟩ := Matrix.exists_mulVec_eq_zero_iff.mpr hdet
    exact hc0 (funext (Fintype.linearIndependent_iff.mp h c ((overlap_kernel v c).mp hc)))
  · intro h
    by_contra hv
    obtain ⟨c, hc, i, hi⟩ := Fintype.not_linearIndependent_iff.mp hv
    exact h (Matrix.exists_mulVec_eq_zero_iff.mp
      ⟨c, fun h0 => hi (congrFun h0 i), (overlap_kernel v c).mpr hc⟩)

/-- For linearly dependent vectors the secular determinant `det (H - ε S)` of any linear
operator vanishes at every complex number `ε`. -/
theorem secular_det_eq_zero_of_dependent [DecidableEq ι] (v : ι → E) (H : E →ₗ[ℂ] E)
    (hv : ¬ LinearIndependent ℂ v) (ε : ℂ) :
    (operatorMatrix v H - ε • overlap v).det = 0 := by
  obtain ⟨c, hc, i, hi⟩ := Fintype.not_linearIndependent_iff.mp hv
  have hs : state v c = 0 := by rw [state_apply, hc]
  -- the same coefficient vector is annihilated by both matrices
  have hH : operatorMatrix v H *ᵥ c = 0 := by
    ext j
    simp [operatorMatrix_mulVec, hs]
  refine Matrix.exists_mulVec_eq_zero_iff.mp ⟨c, fun h0 => hi (congrFun h0 i), ?_⟩
  rw [Matrix.sub_mulVec, Matrix.smul_mulVec, (overlap_kernel v c).mpr hc, hH, smul_zero,
    sub_zero]

end

end OverlapKernelRank
```

```lean
#print axioms OverlapKernelRank.overlap_rank
-- 'OverlapKernelRank.overlap_rank' depends on axioms: [propext, Classical.choice, Quot.sound]
#print axioms OverlapKernelRank.span_dimension_eq_card_nonzero_eigenvalues
-- 'OverlapKernelRank.span_dimension_eq_card_nonzero_eigenvalues' depends on axioms: [propext, Classical.choice, Quot.sound]
#print axioms OverlapKernelRank.linearIndependent_iff_det_overlap
-- 'OverlapKernelRank.linearIndependent_iff_det_overlap' depends on axioms: [propext, Classical.choice, Quot.sound]
#print axioms OverlapKernelRank.secular_det_eq_zero_of_dependent
-- 'OverlapKernelRank.secular_det_eq_zero_of_dependent' depends on axioms: [propext, Classical.choice, Quot.sound]
```

## Basis functions, coefficients and operators in the code

The finite type `ι` labels the basis functions, and `v : ι → E` is the basis itself. The space `E` is any complex inner-product space; it may be infinite-dimensional and need not be complete. The family may be empty, in which case both the rank and the dimension are zero.

`overlap v` is $S$, and `state v` is the map $T$, so `state v c` is $\psi_c$. In `operatorMatrix v H`, the Lean variable `H` is the operator $\hat H$, and the whole expression is the matrix $H$. The product `*ᵥ` applies a matrix to a coefficient vector, while `star c ⬝ᵥ` supplies the conjugated coefficients in $c^\dagger Sc$.

`overlap_kernel` states the equivalence for each `c`. In `overlap_rank`, `Submodule.span ℂ (Set.range v)` is the space of all complex combinations of the basis functions, and `finrank` is its dimension. The eigenvalues in `span_dimension_eq_card_nonzero_eigenvalues` are real and indexed by `ι`, so a repeated eigenvalue is counted as often as it occurs.

The operator in `secular_det_eq_zero_of_dependent` has type `E →ₗ[ℂ] E`: it is linear and defined on all of `E`, but need be neither Hermitian nor bounded. A differential operator is usually defined only on a smaller domain. If that domain contains the basis functions, the operator has a linear extension to the whole space, and the extension leaves the matrix elements $\langle v_i,\hat H v_j\rangle$ unchanged.

## Where each step of the argument sits in the proof

`operatorMatrix_mulVec` proves $(Hc)_i=\langle v_i,\hat H\psi_c\rangle$. Its `simp only` call expands the matrix product and moves the sum and coefficients through the operator and the inner product. `overlap_mulVec` is the same statement for the identity operator, which gives $(Sc)_i=\langle v_i,\psi_c\rangle$.

The `calc` block in `overlap_quadratic_form` follows the displayed calculation of $c^\dagger Sc$: it inserts the formula for $Sc$, gathers the conjugated coefficients into the first argument, and identifies the result as a squared norm. In `overlap_kernel`, the forward direction puts $Sc=0$ into this identity and uses `norm_eq_zero`. The reverse direction works component by component.

Inside `overlap_rank`, `hker` records that the two kernels agree and `hrange` that the range of `state v` is the span. The equations `h1` and `h2` are rank-nullity for the two maps, and `omega` finishes the arithmetic by cancelling the common nullity.

`overlap_isHermitian` makes the real eigenvalues available, and Mathlib's `rank_eq_card_non_zero_eigs` then counts the nonzero ones. Both determinant theorems use `Matrix.exists_mulVec_eq_zero_iff`, which links a zero determinant to a nonzero null vector. In the secular theorem, `hH` and `overlap_kernel` show that one coefficient vector is annihilated by both matrices, and the last rewrite combines them into $H-\varepsilon S$.

## Exact rank and numerical thresholds

The theorems concern exact inner products and eigenvalues that are exactly zero. They set no threshold for floating-point work and do not bound the error made by discarding a small positive eigenvalue. A code that drops such eigenvalues may keep fewer functions than the dimension of the span, and it then removes a genuine direction from the variational space.

The quadratic-form identity does give small eigenvalues a meaning. If $u$ is an eigenvector with $u^\dagger u=1$ and eigenvalue $\sigma$, then $\|\psi_u\|^2=\sigma$. An eigenvalue of $10^{-8}$ therefore belongs to a superposition of norm $10^{-4}$, and normalising that superposition multiplies its coefficients by $10^4$. Rescaling the basis functions by nonzero factors can change the small eigenvalues, but not the number of nonzero ones.

The inner product must also be positive definite, so that only the zero vector has zero norm. Numerical quadrature can break this condition. If a nonzero combination of basis functions vanishes at every grid point, the quadrature assigns it norm zero, and the computed $S$ has a null vector even when the functions are independent. If the quadrature weights are positive, the rank then counts independent functions as the grid sees them, which can be fewer than the basis contains.

The secular theorem runs in one direction, from dependence to a determinant that vanishes everywhere. It says nothing about how accurate the energies are once the redundant combinations have been removed; that depends on how well the remaining span represents the states of interest.
